# Expectation values of c(g)†c(f) from the one-particle density matrix

For a vector `v` and orbitals `f` and `g` with finitely many components, the theorem states ⟨v, c(g)† c(f) v⟩ = ⟨f, D g⟩, where c(f) = ∑ⱼ conj(fⱼ) cⱼ, c(g)† = ∑ᵢ gᵢ cᵢ† and Dⱼᵢ = ⟨v, cᵢ† cⱼ v⟩. The vector `v` need not be normalised; for `v` ≠ 0 the normalised expectation value is either side divided by ‖v‖². The families `c` and `cd` are arbitrary linear maps on a complex inner product space, so neither anticommutation relations nor adjointness is assumed. The attempt first expands c(g)† c(f) v as a double sum, in the step `h2`, and then takes the inner product with `v` and compares the sums term by term.

The failing Lean file:

```lean
import Mathlib

open Matrix

namespace IdempotentDensityMatrix

noncomputable section

variable {ι H : Type*} [Fintype ι] [DecidableEq ι]
  [NormedAddCommGroup H] [InnerProductSpace ℂ H]

omit [DecidableEq ι] in
/-- The annihilator `c(f) = ∑ j, conj (f j) c_j` of the orbital `f`. -/
def ann (c : ι → H →ₗ[ℂ] H) (f : ι → ℂ) : H →ₗ[ℂ] H := ∑ j, star (f j) • c j

/-- The creator `c(f)† = ∑ j, f j c_j†` of the orbital `f`. -/
def cre (cd : ι → H →ₗ[ℂ] H) (f : ι → ℂ) : H →ₗ[ℂ] H := ∑ j, f j • cd j

/-- The one-particle density matrix `D_ji = ⟨v, c_i† c_j v⟩`. -/
def densityMatrix (c cd : ι → H →ₗ[ℂ] H) (v : H) : Matrix ι ι ℂ :=
  Matrix.of fun j i => inner ℂ v (cd i (c j v))

variable {c cd : ι → H →ₗ[ℂ] H}

omit [DecidableEq ι] in
/-- The density matrix gives the expectation value `⟨v, c(g)† c(f) v⟩ = ⟨f, D g⟩`. -/
theorem expect_cre_ann (c cd : ι → H →ₗ[ℂ] H) (v : H) (f g : ι → ℂ) :
    inner ℂ v (cre cd g (ann c f v)) = star f ⬝ᵥ (densityMatrix c cd v *ᵥ g) := by
  have h2 : cre cd g (ann c f v) = ∑ j, ∑ i, (star (f j) * g i) • cd i (c j v) := by
    rw [Finset.sum_comm]
    simp [ann, cre, LinearMap.sum_apply, map_sum, Finset.smul_sum, smul_smul, mul_comm]
  rw [h2]
  simp only [inner_sum, inner_smul_right, dotProduct, Matrix.mulVec, Finset.mul_sum,
    Pi.star_apply, densityMatrix, Matrix.of_apply]
  exact Finset.sum_congr rfl fun j _ => Finset.sum_congr rfl fun i _ => by ring

end

end IdempotentDensityMatrix
```

Compiling this gives:

```
Main.lean:29:82: error: unsolved goals
ι : Type u_1
H : Type u_2
inst✝² : Fintype ι
inst✝¹ : NormedAddCommGroup H
inst✝ : InnerProductSpace ℂ H
c cd : ι → H →ₗ[ℂ] H
v : H
f g : ι → ℂ
⊢ ∑ x, ∑ x_1, (g x_1 * (starRingEnd ℂ) (f x)) • (cd x_1) ((c x) v) =
    ∑ x, ∑ x_1, (g x * (starRingEnd ℂ) (f x_1)) • (cd x) ((c x_1) v)
```

Cause. The error is in `h2`: after `simp`, an equation between two double sums is left unsolved. They have the same terms, but on the left the outer sum runs over the index of the annihilators `c`, and on the right over that of the creators `cd`.

The rewrite with `Finset.sum_comm` caused this mismatch. When it runs, the left side is still folded up in `cre` and `ann`, so the only visible double sum is the one on the right, and its order is changed from `j` outside, `i` inside to the reverse. Then `simp` unfolds the left side and produces the sum with `j` outside, which was the order originally written on the right. The `simp` call does not exchange the sums again, and `mul_comm` only reorders the scalar factors.

The repair deletes the rewrite. The right side keeps its original order, the expansion of the left side agrees with it, and `simp` closes the goal.

The mended proof, as a diff:

```diff
@@ -28,5 +28,4 @@
     inner ℂ v (cre cd g (ann c f v)) = star f ⬝ᵥ (densityMatrix c cd v *ᵥ g) := by
   have h2 : cre cd g (ann c f v) = ∑ j, ∑ i, (star (f j) * g i) • cd i (c j v) := by
-    rw [Finset.sum_comm]
     simp [ann, cre, LinearMap.sum_apply, map_sum, Finset.smul_sum, smul_smul, mul_comm]
   rw [h2]
```
